# Matrices that commute with the cubic symmetries preserve the three-dimensional symmetric sector of a 19-site fcc cluster

The sites of the cluster are the 19 integer vectors with even coordinate sum and squared length at most 4, and a state is a complex amplitude on each site, not necessarily normalised. The theorem `symmetric_sector` says that the amplitudes unchanged by every permutation of the axes with arbitrary sign changes form a space of dimension 3, and that any complex matrix commuting with all these operations, such as a one-particle Hamiltonian with the full cubic symmetry, maps this space into itself. For the dimension, the proof identifies the invariant amplitudes with the functions of the shell, of which there are three: squared length 0, 2 and 4. For the second claim, it moves a symmetry matrix past `A` and uses that the symmetry leaves `ψ` fixed.

The first attempt, which Lean rejects:

```lean
import Mathlib

open Matrix

namespace SymmetricSector

noncomputable section

/-- The squared length of an integer vector. -/
def normSq (v : Fin 3 → ℤ) : ℤ := ∑ i, v i ^ 2

/-- The fcc cluster: integer vectors with even coordinate sum and squared length at most 4,
selected from the box of vectors with coordinates between -2 and 2. -/
def cluster : Finset (Fin 3 → ℤ) :=
  (Fintype.piFinset fun _ : Fin 3 => Finset.Icc (-2 : ℤ) 2).filter
    fun v => Even (∑ i, v i) ∧ normSq v ≤ 4

/-- A site of the cluster. -/
abbrev Site := {v : Fin 3 → ℤ // v ∈ cluster}

/-- A signed coordinate permutation: a permutation of the axes and a sign for each axis. -/
abbrev CubicOp := Equiv.Perm (Fin 3) × (Fin 3 → ℤˣ)

/-- The action of a signed coordinate permutation on integer vectors. -/
def op (g : CubicOp) (v : Fin 3 → ℤ) : Fin 3 → ℤ := fun i => (g.2 i : ℤ) * v (g.1 i)

/-- The cluster consists of all integer vectors with even coordinate sum and squared length
at most 4, and it has 19 sites. -/
theorem cluster_sites :
    (∀ v, v ∈ cluster ↔ Even (∑ i, v i) ∧ normSq v ≤ 4) ∧ cluster.card = 19 := by
  refine ⟨fun v => ?_, by decide +kernel⟩
  simp only [cluster, Finset.mem_filter, Fintype.mem_piFinset, Finset.mem_Icc]
  refine ⟨fun h => h.2, fun h => ⟨fun i => ?_, h⟩⟩
  -- no coordinate can exceed the length of the vector
  have h1 : v i ^ 2 ≤ normSq v :=
    Finset.single_le_sum (f := fun j => v j ^ 2) (fun j _ => sq_nonneg (v j))
      (Finset.mem_univ i)
  have h2 := h.2
  constructor <;> nlinarith

/-- Signed coordinate permutations preserve the squared length. -/
theorem normSq_op (g : CubicOp) (v : Fin 3 → ℤ) : normSq (op g v) = normSq v := by
  have hs : ∀ i, ((g.2 i : ℤ)) ^ 2 = 1 := by
    intro i
    rcases Int.units_eq_one_or (g.2 i) with h | h <;> simp [h]
  simp only [normSq, op, mul_pow, hs, one_mul]
  exact Equiv.sum_comp g.1 (fun i => v i ^ 2)

/-- The action of a signed coordinate permutation on the sites of the cluster. -/
def move (g : CubicOp) (x : Site) : Site :=
  ⟨op g x.1, by
    -- the coordinate sum has the parity of the squared length
    have par : ∀ v : Fin 3 → ℤ, Even (∑ i, v i) ↔ Even (normSq v) := by
      intro v
      simp [normSq, Fin.sum_univ_three, Int.even_add, Int.even_pow]
    have hx := (cluster_sites.1 x.1).1 x.2
    rw [cluster_sites.1, par, normSq_op, ← par]
    exact hx⟩

/-- The shell of a site: 0 for squared length 0, 1 for squared length 2, and 2 otherwise. -/
def shell (x : Site) : Fin 3 :=
  if normSq x.1 = 0 then 0 else if normSq x.1 = 2 then 1 else 2

/-- The matrix of a signed coordinate permutation g on site amplitudes; it turns ψ(x)
into ψ(gx). -/
def symMat (g : CubicOp) : Matrix Site Site ℂ := fun x y => if move g x = y then 1 else 0

/-- The symmetric sector: complex site amplitudes invariant under all signed coordinate
permutations. -/
def sector : Submodule ℂ (Site → ℂ) where
  carrier := {ψ | ∀ g x, ψ (move g x) = ψ x}
  add_mem' := by
    intro a b ha hb g x
    simp only [Pi.add_apply, ha g x, hb g x]
  zero_mem' := fun _ _ => rfl
  smul_mem' := by
    intro c a ha g x
    simp only [Pi.smul_apply, ha g x]

/-- Two sites lie in the same shell exactly when a signed coordinate permutation carries
one to the other. -/
theorem shell_eq_iff (x y : Site) : shell x = shell y ↔ ∃ g, move g x = y := by
  constructor
  · revert x y
    decide +kernel
  · rintro ⟨g, rfl⟩
    simp only [shell, move, normSq_op]

/-- An amplitude is in the symmetric sector exactly when it depends only on the shell. -/
theorem mem_sector_iff (ψ : Site → ℂ) : ψ ∈ sector ↔ ∃ c : Fin 3 → ℂ, c ∘ shell = ψ := by
  constructor
  · intro h
    have hs : Function.Surjective shell := by decide +kernel
    refine ⟨ψ ∘ Function.surjInv hs, funext fun x => ?_⟩
    obtain ⟨g, hg⟩ := (shell_eq_iff _ x).1 (Function.surjInv_eq hs (shell x))
    have t := h g (Function.surjInv hs (shell x))
    rw [hg] at t
    exact t.symm
  · rintro ⟨c, rfl⟩ g x
    exact congrArg c ((shell_eq_iff x (move g x)).2 ⟨g, rfl⟩).symm

/-- The symmetric sector has dimension 3, and every matrix commuting with all signed
coordinate permutations maps it into itself. -/
theorem symmetric_sector :
    Module.finrank ℂ sector = 3 ∧
      ∀ A : Matrix Site Site ℂ, (∀ g, A * symMat g = symMat g * A) →
        ∀ ψ ∈ sector, A *ᵥ ψ ∈ sector := by
  constructor
  · have hs : Function.Surjective shell := by decide +kernel
    have hr : sector = LinearMap.range (LinearMap.funLeft ℂ ℂ shell) := by
      ext ψ
      rw [mem_sector_iff]
      rfl
    rw [hr, LinearMap.finrank_range_of_inj
      (LinearMap.funLeft_injective_of_surjective ℂ ℂ shell hs)]
    simp
  · intro A hA ψ hψ g x
    have act : ∀ (φ : Site → ℂ) y, (symMat g *ᵥ φ) y = φ (move g y) := by
      intro φ y
      simp [symMat, Matrix.mulVec, dotProduct, -Finset.univ_eq_attach]
    have fixed : symMat g *ᵥ ψ = ψ := funext fun y => (act ψ y).trans (hψ g y)
    rw [← act, Matrix.mulVec_mulVec, ← hA g, ← Matrix.mulVec_mulVec, fixed]

end

end SymmetricSector
```

Lean reports:

```
Main.lean:122:8: error: Invalid rewrite argument: The pattern to be substituted is a metavariable (`?φ (move g ?y)`) in this equality
  ?φ (move g ?y) = (symMat g *ᵥ ?φ) ?y
```

The change, after which it compiles:

```diff
@@ -120,5 +120,7 @@
       simp [symMat, Matrix.mulVec, dotProduct, -Finset.univ_eq_attach]
     have fixed : symMat g *ᵥ ψ = ψ := funext fun y => (act ψ y).trans (hψ g y)
-    rw [← act, Matrix.mulVec_mulVec, ← hA g, ← Matrix.mulVec_mulVec, fixed]
+    have inv : symMat g *ᵥ (A *ᵥ ψ) = A *ᵥ ψ := by
+      rw [Matrix.mulVec_mulVec, ← hA g, ← Matrix.mulVec_mulVec, fixed]
+    exact (act (A *ᵥ ψ) x).symm.trans (congrFun inv x)
 
 end
```

Diagnosis. The error comes from the first step of the last `rw`, `← act`. The lemma `act` says that `(symMat g *ᵥ φ) y = φ (move g y)` for every `φ` and `y`. Used from right to left, it makes Lean look for the pattern `?φ (move g ?y)`, in which the function being applied is itself unknown. Such a pattern has no fixed head symbol to search for, and `rw` rejects it. The mathematics is sound.

The repair no longer asks `rw` to find `φ`. The new fact `inv` states that `symMat g` leaves the whole vector `A *ᵥ ψ` fixed, and the remaining rewrites of the old line prove it unchanged. The last line then gives `act` its arguments explicitly, `A *ᵥ ψ` and `x`. Reversed with `.symm`, it turns the value of `A *ᵥ ψ` at `move g x` into the value of `symMat g *ᵥ (A *ᵥ ψ)` at `x`, and `congrFun inv x` equates that with the value of `A *ᵥ ψ` at `x`, as the goal requires.
